# The Evjen sum of an alternating ionic chain has an error of order 1/N²

A positive unit charge with one negative unit charge at unit distance on each side has the Madelung sum 2; halving the two outer charges makes the cluster neutral and changes the sum to 1, while the infinite alternating chain has 2 ln 2 ≈ 1.386. If the chain is cut at any distance N ≥ 1 and its end charges are halved in this way, the magnitude of the error lies between 1/(2N(N+1)) and 1/(N(N+1)).

```lean
import Mathlib

namespace EvjenChain

noncomputable section

/-- Charge of the ion at distance `n` from a central positive ion in the alternating chain. -/
def ionCharge (n : ℕ) : ℝ := (-1) ^ n

/-- Evjen's charges for a chain cut at distance `N`: the ion at distance `N` keeps only half
of its charge. -/
def evjenCharge (N n : ℕ) : ℝ := if n = N then ionCharge n / 2 else ionCharge n

/-- Minus the electrostatic potential at the central ion, due to charges `q n` at the distances
`n = 1, ..., N` on both sides, in units of the ion spacing. -/
def madelungSum (q : ℕ → ℝ) (N : ℕ) : ℝ := -(2 * ∑ n ∈ Finset.Icc 1 N, q n / (n : ℝ))

/-- The integral of `x ^ k (1 - x) / (1 + x)` over the unit interval. -/
def evjenRemainder (k : ℕ) : ℝ := ∫ x in (0 : ℝ)..1, x ^ k * (1 - x) / (1 + x)

/-- For `N ≥ 1` the chain with halved end charges is neutral, the central ion included. -/
theorem evjen_neutral (N : ℕ) (hN : 1 ≤ N) :
    ionCharge 0 + 2 * ∑ n ∈ Finset.Icc 1 N, evjenCharge N n = 0 := by
  obtain ⟨k, rfl⟩ := Nat.exists_eq_add_of_le' hN
  have hsum : ∀ M : ℕ, ∑ n ∈ Finset.Icc 1 M, ionCharge n = ((-1) ^ M - 1) / 2 := by
    intro M
    induction M with
    | zero => simp
    | succ m ih =>
      rw [Finset.sum_Icc_succ_top (show 1 ≤ m + 1 by omega), ih, ionCharge]
      ring
  -- only the outermost ion differs from the bulk
  have h : ∑ n ∈ Finset.Icc 1 k, evjenCharge (k + 1) n = ∑ n ∈ Finset.Icc 1 k, ionCharge n :=
    Finset.sum_congr rfl fun n hn => by
      have hne : n ≠ k + 1 := by
        have := (Finset.mem_Icc.mp hn).2
        omega
      simp [evjenCharge, hne]
  have h2 : evjenCharge (k + 1) (k + 1) = -(-1) ^ k / 2 := by
    simp [evjenCharge, ionCharge, pow_succ]
  have h0 : ionCharge 0 = 1 := by simp [ionCharge]
  rw [Finset.sum_Icc_succ_top (show 1 ≤ k + 1 by omega), h, hsum, h2, h0]
  ring

/-- Adding the pair of ions at distance `N + 1` changes the unweighted sum by
`2 (-1) ^ N / (N + 1)`. -/
theorem direct_succ (N : ℕ) :
    madelungSum ionCharge (N + 1) = madelungSum ionCharge N + 2 * (-1) ^ N / ((N : ℝ) + 1) := by
  have h2 : ionCharge (N + 1) = -(-1) ^ N := by simp [ionCharge, pow_succ]
  unfold madelungSum
  rw [Finset.sum_Icc_succ_top (show 1 ≤ N + 1 by omega), h2]
  push_cast
  ring

/-- The Evjen sum out to distance `N + 1` is the unweighted sum minus half of its last term. -/
theorem evjen_eq (N : ℕ) :
    madelungSum (evjenCharge (N + 1)) (N + 1)
      = madelungSum ionCharge (N + 1) - (-1) ^ N / ((N : ℝ) + 1) := by
  have h : ∑ n ∈ Finset.Icc 1 N, evjenCharge (N + 1) n / (n : ℝ)
      = ∑ n ∈ Finset.Icc 1 N, ionCharge n / (n : ℝ) :=
    Finset.sum_congr rfl fun n hn => by
      have hne : n ≠ N + 1 := by
        have := (Finset.mem_Icc.mp hn).2
        omega
      simp [evjenCharge, hne]
  have h2 : evjenCharge (N + 1) (N + 1) = -(-1) ^ N / 2 := by
    simp [evjenCharge, ionCharge, pow_succ]
  rw [direct_succ]
  unfold madelungSum
  rw [Finset.sum_Icc_succ_top (show 1 ≤ N + 1 by omega), h, h2]
  push_cast
  ring

/-- The integrand of the remainder is integrable on the unit interval. -/
theorem remainder_integrable (k : ℕ) :
    IntervalIntegrable (fun x : ℝ => x ^ k * (1 - x) / (1 + x)) MeasureTheory.volume 0 1 := by
  apply ContinuousOn.intervalIntegrable
  rw [Set.uIcc_of_le zero_le_one]
  refine ContinuousOn.div (by fun_prop) (by fun_prop) ?_
  intro x hx
  have h : (0 : ℝ) < 1 + x := by linarith [hx.1]
  exact h.ne'

/-- Two successive remainders add up to `1 / ((k + 1) (k + 2))`. -/
theorem remainder_add_succ (k : ℕ) :
    evjenRemainder k + evjenRemainder (k + 1) = 1 / (((k : ℝ) + 1) * (k + 2)) := by
  have hs := intervalIntegral.integral_add (remainder_integrable k) (remainder_integrable (k + 1))
  -- the denominator `1 + x` cancels in the sum
  have hc : ∫ x in (0 : ℝ)..1, (x ^ k * (1 - x) / (1 + x) + x ^ (k + 1) * (1 - x) / (1 + x))
      = ∫ x in (0 : ℝ)..1, (x ^ k - x ^ (k + 1)) := by
    apply intervalIntegral.integral_congr
    intro x hx
    rw [Set.uIcc_of_le zero_le_one] at hx
    have h : (0 : ℝ) < 1 + x := by linarith [hx.1]
    show x ^ k * (1 - x) / (1 + x) + x ^ (k + 1) * (1 - x) / (1 + x) = x ^ k - x ^ (k + 1)
    rw [← add_div, div_eq_iff h.ne']
    ring
  refine hs.symm.trans (hc.trans ?_)
  have h1 : (0 : ℝ) ^ (k + 1) = 0 := by simp
  have h2 : (0 : ℝ) ^ (k + 1 + 1) = 0 := by simp
  have e : ((k + 1 : ℕ) : ℝ) + 1 = k + 2 := by push_cast; ring
  have ha : (k : ℝ) + 1 ≠ 0 := by positivity
  have hb : (k : ℝ) + 2 ≠ 0 := by positivity
  rw [intervalIntegral.integral_sub ((continuous_pow k).intervalIntegrable 0 1)
    ((continuous_pow (k + 1)).intervalIntegrable 0 1), integral_pow, integral_pow,
    h1, h2, one_pow, one_pow, e, div_sub_div _ _ ha hb]
  congr 1
  ring

/-- The remainders are nonnegative and do not increase with `k`. -/
theorem remainder_order (k : ℕ) :
    0 ≤ evjenRemainder k ∧ evjenRemainder (k + 1) ≤ evjenRemainder k := by
  constructor
  · apply intervalIntegral.integral_nonneg zero_le_one
    intro x hx
    exact div_nonneg (mul_nonneg (pow_nonneg hx.1 k) (by linarith [hx.2])) (by linarith [hx.1])
  · apply intervalIntegral.integral_mono_on zero_le_one (remainder_integrable (k + 1))
      (remainder_integrable k)
    intro x hx
    have hx0 : 0 ≤ x := hx.1
    have h1 : 0 ≤ x ^ k * (1 - x) ^ 2 / (1 + x) :=
      div_nonneg (mul_nonneg (pow_nonneg hx0 k) (sq_nonneg _)) (by linarith)
    have h2 : x ^ k * (1 - x) / (1 + x) - x ^ (k + 1) * (1 - x) / (1 + x)
        = x ^ k * (1 - x) ^ 2 / (1 + x) := by ring
    linarith

/-- Exact error of the Evjen sum out to distance `N + 1`: it is the remainder integral with
the sign `(-1) ^ (N + 1)`. -/
theorem evjen_error (N : ℕ) :
    madelungSum (evjenCharge (N + 1)) (N + 1) - 2 * Real.log 2
      = (-1) ^ (N + 1) * evjenRemainder N := by
  induction N with
  | zero =>
    have hE : madelungSum (evjenCharge 1) 1 = 1 := by
      norm_num [madelungSum, evjenCharge, ionCharge]
    -- `2 log (1 + x) - x` is a primitive of `(1 - x) / (1 + x)`
    have hd : ∀ x ∈ Set.uIcc (0 : ℝ) 1, HasDerivAt (fun y : ℝ => 2 * Real.log (1 + y) - y)
        (x ^ 0 * (1 - x) / (1 + x)) x := by
      intro x hx
      rw [Set.uIcc_of_le zero_le_one] at hx
      have h : (0 : ℝ) < 1 + x := by linarith [hx.1]
      have h1 : HasDerivAt (fun y : ℝ => 1 + y) 1 x := (hasDerivAt_id' x).const_add 1
      have h2 := ((h1.log h.ne').const_mul (2 : ℝ)).fun_sub (hasDerivAt_id' x)
      refine h2.congr_deriv ?_
      have h3 : 1 / (1 + x) * (1 + x) = 1 := one_div_mul_cancel h.ne'
      rw [eq_div_iff h.ne', pow_zero]
      linear_combination 2 * h3
    have hR : evjenRemainder 0 = 2 * Real.log 2 - 1 := by
      refine (intervalIntegral.integral_eq_sub_of_hasDerivAt hd (remainder_integrable 0)).trans ?_
      norm_num
    simp only [zero_add, pow_one]
    rw [hE, hR]
    ring
  | succ k ih =>
    have h1 := evjen_eq (k + 1)
    have h2 := direct_succ (k + 1)
    have h3 := evjen_eq k
    have hr := remainder_add_succ k
    have e : ((k + 1 : ℕ) : ℝ) + 1 = k + 2 := by push_cast; ring
    rw [e] at h1 h2
    have ha : (k : ℝ) + 1 ≠ 0 := by positivity
    have hb : (k : ℝ) + 2 ≠ 0 := by positivity
    have hp : 1 / ((k : ℝ) + 1) - 1 / ((k : ℝ) + 2) = 1 / (((k : ℝ) + 1) * (k + 2)) := by
      rw [div_sub_div _ _ ha hb]
      congr 1
      ring
    linear_combination h1 + h2 - h3 + ih - (-1) ^ k * hr + (-1) ^ k * hp

/-- For `N ≥ 1` the Evjen sum differs from the Madelung constant `2 ln 2` by at most
`1 / (N (N + 1))` and by at least half of that. -/
theorem evjen_error_bounds (N : ℕ) (hN : 1 ≤ N) :
    1 / (2 * ((N : ℝ) * (N + 1))) ≤ |madelungSum (evjenCharge N) N - 2 * Real.log 2| ∧
      |madelungSum (evjenCharge N) N - 2 * Real.log 2| ≤ 1 / ((N : ℝ) * (N + 1)) := by
  obtain ⟨k, rfl⟩ := Nat.exists_eq_add_of_le' hN
  have e : ((k + 1 : ℕ) : ℝ) * (((k + 1 : ℕ) : ℝ) + 1) = ((k : ℝ) + 1) * (k + 2) := by
    push_cast; ring
  have hh : 1 / (2 * (((k : ℝ) + 1) * (k + 2))) = 1 / (((k : ℝ) + 1) * (k + 2)) / 2 := by
    rw [div_div, mul_comm (2 : ℝ)]
  have hr := remainder_add_succ k
  obtain ⟨h0, h1⟩ := remainder_order k
  have h2 := (remainder_order (k + 1)).1
  rw [evjen_error, abs_mul, abs_pow, abs_neg, abs_one, one_pow, one_mul, abs_of_nonneg h0, e, hh]
  constructor <;> linarith

/-- For `N ≥ 1` the Evjen sum out to distance `N + 1` differs from `2 ln 2` by at most
`1 / (2 N (N + 1))`. -/
theorem evjen_error_succ_le (N : ℕ) (hN : 1 ≤ N) :
    |madelungSum (evjenCharge (N + 1)) (N + 1) - 2 * Real.log 2|
      ≤ 1 / (2 * ((N : ℝ) * (N + 1))) := by
  obtain ⟨k, rfl⟩ := Nat.exists_eq_add_of_le' hN
  have e : ((k + 1 : ℕ) : ℝ) * (((k + 1 : ℕ) : ℝ) + 1) = ((k : ℝ) + 1) * (k + 2) := by
    push_cast; ring
  have hh : 1 / (2 * (((k : ℝ) + 1) * (k + 2))) = 1 / (((k : ℝ) + 1) * (k + 2)) / 2 := by
    rw [div_div, mul_comm (2 : ℝ)]
  have hr := remainder_add_succ k
  have h1 := (remainder_order k).2
  rw [evjen_error, abs_mul, abs_pow, abs_neg, abs_one, one_pow, one_mul,
    abs_of_nonneg (remainder_order (k + 1)).1, e, hh]
  linarith

/-- The unweighted sum out to distance `N` misses `2 ln 2` by at least `1 / (N + 1)`. -/
theorem direct_error_ge (N : ℕ) :
    1 / ((N : ℝ) + 1) ≤ |madelungSum ionCharge N - 2 * Real.log 2| := by
  have h : madelungSum ionCharge N - 2 * Real.log 2
      = (-1) ^ (N + 1) * (evjenRemainder N + 1 / ((N : ℝ) + 1)) := by
    linear_combination evjen_error N - evjen_eq N - direct_succ N
  have h0 := (remainder_order N).1
  have h1 : 0 ≤ 1 / ((N : ℝ) + 1) := by positivity
  rw [h, abs_mul, abs_pow, abs_neg, abs_one, one_pow, one_mul, abs_of_nonneg (add_nonneg h0 h1)]
  linarith

end

end EvjenChain
```

```lean
#print axioms EvjenChain.evjen_error
#print axioms EvjenChain.evjen_error_bounds
#print axioms EvjenChain.evjen_error_succ_le
#print axioms EvjenChain.direct_error_ge
```

```
'EvjenChain.evjen_error' depends on axioms: [propext, Classical.choice, Quot.sound]
'EvjenChain.evjen_error_bounds' depends on axioms: [propext, Classical.choice, Quot.sound]
'EvjenChain.evjen_error_succ_le' depends on axioms: [propext, Classical.choice, Quot.sound]
'EvjenChain.direct_error_ge' depends on axioms: [propext, Classical.choice, Quot.sound]
```

## Charges, potential and error bounds

The ion at distance n from the central positive ion has charge (−1)ⁿ, which is `ionCharge n`. Distances are in units of the ion spacing and charges in units of the ionic charge. `madelungSum q N` is minus the potential at the centre due to the charges q on both sides out to distance N, so attraction counts as positive. Write S_N for `madelungSum ionCharge N` and E_N for `madelungSum (evjenCharge N) N`, where `evjenCharge N` halves the charge at distance N. Then

S_N = 2 ∑ₙ₌₁ᴺ (−1)ⁿ⁺¹/n,

E_(N+1) = S_(N+1) − (−1)ᴺ/(N+1).

The second equation is `evjen_eq`. The theorem `evjen_neutral` shows that the halved ends make the total charge zero for every N ≥ 1: the full charges out to N−1 add up to ((−1)ᴺ⁻¹ − 1)/2 on each side, and twice this, plus the central 1 and the two half charges (−1)ᴺ/2, vanishes.

`evjen_error_bounds` is the two-sided estimate for E_N. `direct_error_ge` says that S_N misses 2 ln 2 by at least 1/(N+1), so halving the end charges gains one order in N. `evjen_error_succ_le` bounds the error of E_(N+1) by 1/(2N(N+1)) for N ≥ 1, which improves on the general upper bound from N = 3 on.

The theorems compare finite sums with the number 2 ln 2. That this number is the Madelung constant, the limit of S_N, follows because E_N tends to it and S_N differs from E_N by 1/N in magnitude.

When a quantum-mechanical cluster is embedded in point charges, the potential depends on how the array ends; the bounds quantify this at the centre of a one-dimensional chain of fixed charges. Replacing real ions by equally spaced point charges is a physical approximation that the theorems don't assess.

## The error as an integral

Define the remainder, `evjenRemainder k`, by

R_k = ∫₀¹ xᵏ(1−x)/(1+x) dx.

In the sum of two neighbours the denominator cancels:

R_k + R_(k+1) = ∫₀¹ (xᵏ − xᵏ⁺¹) dx = 1/(k+1) − 1/(k+2) = 1/((k+1)(k+2)).

This is `remainder_add_succ`; `remainder_integrable` allows the integrals to be added, since 1+x is positive on the interval. The integrand of R_k is nonnegative, and

R_k − R_(k+1) = ∫₀¹ xᵏ(1−x)²/(1+x) dx ≥ 0.

Hence 0 ≤ R_(k+1) ≤ R_k, as `remainder_order` states.

The exact error, `evjen_error`, is

E_(N+1) − 2 ln 2 = (−1)ᴺ⁺¹ R_N.

It is proved by induction. For N = 0, the integrand is 2/(1+x) − 1, with primitive 2 ln(1+x) − x, so R_0 = 2 ln 2 − 1; since E_1 = 1, the error is −R_0. For the step from k to k+1, `evjen_eq` and `direct_succ`, which adds the next pair of ions, give

E_(k+2) − E_(k+1) = (−1)ᵏ [1/(k+1) − 1/(k+2)] = (−1)ᵏ (R_k + R_(k+1)).

Adding the known error (−1)ᵏ⁺¹ R_k leaves (−1)ᵏ R_(k+1), which equals (−1)ᵏ⁺² R_(k+1). The final `linear_combination` in the Lean proof carries out this cancellation.

## From the integral to the bounds

Put N = k+1. The error of E_N has magnitude R_k, and R_k + R_(k+1) = 1/(N(N+1)). Because R_(k+1) is nonnegative and no larger than R_k,

1/(2N(N+1)) ≤ R_k ≤ 1/(N(N+1)).

The smaller member of the pair, R_(k+1) = R_N, is at most half the sum, which gives the bound for E_(N+1). For the unweighted sum, `direct_error_ge` uses

S_N − 2 ln 2 = (−1)ᴺ⁺¹ [R_N + 1/(N+1)],

where both terms in the bracket are nonnegative.

At N = 1 the Evjen error has magnitude about 0.386, between 1/4 and 1/2. For large N, the lower bound and the sharper upper bound together give N² |E_N − 2 ln 2| → 1/2.
